# At nonzero frequency, the half-size response equation is equivalent to the coupled equations, whether or not \(A-B\) is diagonal

Q: You model a response mode as two vectors \(X\), \(Y\) that satisfy two matrix equations at a given number \(w\). The matrices \(A\) and \(B\) are arbitrary. Where is the hybrid functional?

A: It is in what is left unassumed. In linear-response theory with real orbitals, \(X\) holds the excitation amplitudes, \(Y\) the de-excitation amplitudes and \(w\) the frequency:
\[ AX+BY=wX,\qquad BX+AY=-wY. \]
With an LDA or GGA functional and canonical orbitals, \(A-B\) is a diagonal matrix of orbital-energy differences. Exact exchange generally adds off-diagonal elements, so I do not require diagonality. The matrices remain symmetric in that case, but the proofs do not need symmetry either.

The entries lie in a field `K` of characteristic zero, and the finite type `n` labels the occupied–virtual pairs. Real matrices are the usual case. Taking `K` complex also admits imaginary \(w\), which can occur when the reference state is unstable, but not complex orbitals, whose second equation contains conjugated matrices.

```lean
import Mathlib

open Matrix

namespace HalfSizeResponse

noncomputable section

variable {K n : Type*} [Field K] [CharZero K] [Fintype n]

/-- The coupled response equations `A X + B Y = w X` and `B X + A Y = -w Y` for the
excitation amplitudes `X` and de-excitation amplitudes `Y` at frequency `w`. -/
def IsResponsePair (A B : Matrix n n K) (w : K) (X Y : n → K) : Prop :=
  A *ᵥ X + B *ᵥ Y = w • X ∧ B *ᵥ X + A *ᵥ Y = -(w • Y)
```

Q: Show me the reduction by hand first.

A: Adding and subtracting the two equations gives
\[ (A+B)(X+Y)=w(X-Y),\qquad (A-B)(X-Y)=w(X+Y). \]
Set \(Z=X+Y\) and apply \(A-B\) to the first:
\[ (A-B)(A+B)Z=w(A-B)(X-Y)=w^2Z. \]

Q: That is one direction. Could the smaller equation have spurious solutions?

A: Not for \(w\neq0\). Given a solution \(Z\), define \(D=w^{-1}(A+B)Z\), and put \(X=(Z+D)/2\), \(Y=(Z-D)/2\). Then \(X+Y=Z\) and \(X-Y=D\). The first equation of the sum-and-difference form holds by the definition of \(D\). The second follows from
\[ (A-B)D=w^{-1}(A-B)(A+B)Z=w^{-1}w^2Z=wZ. \]
Half the sum and half the difference of these two equations return the original pair. No other choice is possible, since the first equation fixes \(X-Y\). The file names the two vectors:

```lean
/-- The vector `(Z + w⁻¹ (A + B) Z) / 2`. -/
def excitationPart (A B : Matrix n n K) (w : K) (Z : n → K) : n → K :=
  (2⁻¹ : K) • (Z + w⁻¹ • ((A + B) *ᵥ Z))

/-- The vector `(Z - w⁻¹ (A + B) Z) / 2`. -/
def deexcitationPart (A B : Matrix n n K) (w : K) (Z : n → K) : n → K :=
  (2⁻¹ : K) • (Z - w⁻¹ • ((A + B) *ᵥ Z))
```

Q: How does Lean add and subtract vector equations?

A: With `linear_combination (norm := module)`, the device on which the next proof turns. After `simp only` has distributed the products, vectors such as \(AX\) and \(BY\) are treated as unknowns. I supply the combination, for example `h1 + h2`, and `module` checks that the goal differs from it only by vector-space algebra. The way back uses the coefficients `2⁻¹`, which is where characteristic zero enters.

```lean
/-- The coupled response equations are equivalent to two equations in which `A + B` maps
`X + Y` to `w (X - Y)` and `A - B` maps `X - Y` to `w (X + Y)`. -/
theorem isResponsePair_iff_sum_difference (A B : Matrix n n K) (w : K) (X Y : n → K) :
    IsResponsePair A B w X Y ↔
      (A + B) *ᵥ (X + Y) = w • (X - Y) ∧ (A - B) *ᵥ (X - Y) = w • (X + Y) := by
  simp only [IsResponsePair, Matrix.add_mulVec, Matrix.sub_mulVec, Matrix.mulVec_add,
    Matrix.mulVec_sub]
  constructor
  · rintro ⟨h1, h2⟩
    constructor
    · linear_combination (norm := module) h1 + h2
    · linear_combination (norm := module) h1 - h2
  · rintro ⟨h1, h2⟩
    constructor
    · linear_combination (norm := module) (2⁻¹ : K) • h1 + (2⁻¹ : K) • h2
    · linear_combination (norm := module) (2⁻¹ : K) • h1 - (2⁻¹ : K) • h2
```

Q: And the reconstruction?

A: The forward half substitutes `h1` and then `h2`, which is the elimination of \(X-Y\). The backward half computes the sum and difference of the explicit vectors, `hsum` and `hdiff`, and uses the half-size equation `hZ` only for the second equation.

```lean
/-- At nonzero frequency, `X` and `Y` solve the coupled equations with sum `Z` exactly when
`Z` solves the half-size equation and `X`, `Y` are given by the explicit formulas in `Z`. -/
theorem responsePair_reconstruction (A B : Matrix n n K) {w : K} (hw : w ≠ 0)
    (X Y Z : n → K) :
    (IsResponsePair A B w X Y ∧ X + Y = Z) ↔
      (((A - B) * (A + B)) *ᵥ Z = w ^ 2 • Z ∧
        X = excitationPart A B w Z ∧ Y = deexcitationPart A B w Z) := by
  constructor
  · rintro ⟨h, rfl⟩
    obtain ⟨h1, h2⟩ := (isResponsePair_iff_sum_difference A B w X Y).1 h
    refine ⟨?_, ?_, ?_⟩
    · -- eliminate the difference X - Y
      rw [← Matrix.mulVec_mulVec, h1, Matrix.mulVec_smul, h2, smul_smul, pow_two]
    · rw [excitationPart, h1, smul_smul, inv_mul_cancel₀ hw, one_smul]
      module
    · rw [deexcitationPart, h1, smul_smul, inv_mul_cancel₀ hw, one_smul]
      module
  · rintro ⟨hZ, rfl, rfl⟩
    have hsum : excitationPart A B w Z + deexcitationPart A B w Z = Z := by
      unfold excitationPart deexcitationPart
      module
    have hdiff : excitationPart A B w Z - deexcitationPart A B w Z
        = w⁻¹ • ((A + B) *ᵥ Z) := by
      unfold excitationPart deexcitationPart
      module
    have hww : w⁻¹ * w ^ 2 = w := by field_simp
    refine ⟨(isResponsePair_iff_sum_difference A B w _ _).2 ⟨?_, ?_⟩, hsum⟩
    · rw [hsum, hdiff, smul_smul, mul_inv_cancel₀ hw, one_smul]
    · -- here the half-size equation enters
      rw [hsum, hdiff, Matrix.mulVec_smul, Matrix.mulVec_mulVec, hZ, smul_smul, hww]
```

Dropping the explicit formulas leaves the equivalence itself, for every vector \(Z\):

```lean
/-- At nonzero frequency, `Z` satisfies `(A - B)(A + B) Z = w² Z` if and only if `Z = X + Y`
for some solution `X`, `Y` of the coupled response equations. -/
theorem half_size_iff (A B : Matrix n n K) {w : K} (hw : w ≠ 0) (Z : n → K) :
    ((A - B) * (A + B)) *ᵥ Z = w ^ 2 • Z ↔
      ∃ X Y, IsResponsePair A B w X Y ∧ X + Y = Z := by
  constructor
  · intro hZ
    exact ⟨_, _, (responsePair_reconstruction A B hw _ _ Z).2 ⟨hZ, rfl, rfl⟩⟩
  · rintro ⟨X, Y, h⟩
    exact ((responsePair_reconstruction A B hw X Y Z).1 h).1
```

Q: The zero vector satisfies that trivially. I care about modes.

A: The next theorem excludes it. If \(X+Y=0\), the reconstruction formulas at \(Z=0\) force \(X=Y=0\), so a nontrivial pair always has a nonzero sum.

```lean
/-- For `w ≠ 0`, the half-size equation has a nonzero solution if and only if the coupled
response equations have a solution in which `X` and `Y` are not both zero. -/
theorem exists_mode_iff (A B : Matrix n n K) {w : K} (hw : w ≠ 0) :
    (∃ Z : n → K, Z ≠ 0 ∧ ((A - B) * (A + B)) *ᵥ Z = w ^ 2 • Z) ↔
      ∃ X Y : n → K, ¬(X = 0 ∧ Y = 0) ∧ IsResponsePair A B w X Y := by
  constructor
  · rintro ⟨Z, hne, hZ⟩
    obtain ⟨X, Y, h, hs⟩ := (half_size_iff A B hw Z).1 hZ
    refine ⟨X, Y, ?_, h⟩
    rintro ⟨hX, hY⟩
    exact hne (by rw [← hs, hX, hY, add_zero])
  · rintro ⟨X, Y, hne, h⟩
    refine ⟨X + Y, ?_, (half_size_iff A B hw _).2 ⟨X, Y, h, rfl⟩⟩
    -- a vanishing sum would force both amplitudes to vanish
    intro h0
    obtain ⟨-, hX, hY⟩ := (responsePair_reconstruction A B hw X Y 0).1 ⟨h, h0⟩
    exact hne ⟨by rw [hX]; simp [excitationPart], by rw [hY]; simp [deexcitationPart]⟩
```

Q: I know this equation in a symmetric form, with a square root of \(A-B\).

A: Suppose \(A-B=S^2\) with \(S\) invertible, and write \(Z=SF\). Then
\[ (A-B)(A+B)SF=S\,[S(A+B)S\,F], \]
and cancelling \(S\) leaves \(S(A+B)S\,F=w^2F\). In the proof, `key` is this factorisation and the left inverse `T` does the cancelling. The existence of \(S\) is assumed; a real symmetric positive definite \(A-B\) supplies one.

```lean
omit [CharZero K] in
/-- If `A - B = S²` with `S` invertible, then `Z = S F` solves the half-size equation exactly
when `F` solves `S (A + B) S F = w² F`. -/
theorem half_size_iff_square_root_form [DecidableEq n] (A B S : Matrix n n K)
    (hS : S * S = A - B) (hu : IsUnit S) (w : K) (F : n → K) :
    ((A - B) * (A + B)) *ᵥ (S *ᵥ F) = w ^ 2 • (S *ᵥ F) ↔
      (S * (A + B) * S) *ᵥ F = w ^ 2 • F := by
  obtain ⟨T, hT⟩ := hu.exists_left_inv
  have inj : ∀ v : n → K, T *ᵥ (S *ᵥ v) = v := fun v => by
    rw [Matrix.mulVec_mulVec, hT, Matrix.one_mulVec]
  -- one factor S can be pulled out on the left
  have key : ((A - B) * (A + B)) *ᵥ (S *ᵥ F) = S *ᵥ ((S * (A + B) * S) *ᵥ F) := by
    rw [← hS]
    simp only [Matrix.mulVec_mulVec, Matrix.mul_assoc]
  rw [key, ← Matrix.mulVec_smul]
  constructor
  · intro h
    calc (S * (A + B) * S) *ᵥ F = T *ᵥ (S *ᵥ ((S * (A + B) * S) *ᵥ F)) := (inj _).symm
      _ = T *ᵥ (S *ᵥ (w ^ 2 • F)) := by rw [h]
      _ = w ^ 2 • F := inj _
  · intro h
    rw [h]
```

Q: What happens at \(w=0\)?

A: The equivalence for a given vector \(Z\), `half_size_iff`, can fail already in one dimension. With \(A=B=1\), the half-size equation reads \(0=0\) and accepts \(Z=1\), while the coupled equations demand \(X+Y=0\).

```lean
/-- At zero frequency the equivalence for a given vector can fail: for the one-dimensional choice `A
= B = 1`, the vector with entry 1 solves the half-size equation but is not a sum `X + Y` of a
solution. -/
theorem half_size_fails_at_zero :
    (((1 : Matrix (Fin 1) (Fin 1) ℝ) - 1) * (1 + 1)) *ᵥ (fun _ => (1 : ℝ))
        = (0 : ℝ) ^ 2 • (fun _ => (1 : ℝ)) ∧
      ¬ ∃ X Y : Fin 1 → ℝ, IsResponsePair 1 1 0 X Y ∧ X + Y = fun _ => (1 : ℝ) := by
  constructor
  · rw [sub_self, zero_mul, Matrix.zero_mulVec, zero_pow two_ne_zero, zero_smul]
  · rintro ⟨X, Y, ⟨h, -⟩, hs⟩
    rw [Matrix.one_mulVec, Matrix.one_mulVec, hs, zero_smul] at h
    have h0 := congrFun h 0
    simp at h0
```

Q: Then give me a case with a truly non-diagonal \(A-B\).

A: Here \(A-B\) has 3 on the diagonal and 1 off it, and \(w=8\). The amplitudes in the code are unnormalised. With \(X\cdot X-Y\cdot Y=1\) they become \(X=(3/4,3/4)\) and \(Y=(-1/4,-1/4)\), with sum \(Z=(1/2,1/2)\).

Q: So what may I take from this for a hybrid calculation?

A: In a finite basis with real orbitals and frequency-independent \(A\) and \(B\), you may solve for nonzero excitation frequencies at half the matrix dimension and recover both amplitudes. How \(A\) and \(B\) follow from the functional, and whether \(w\) is real, are separate questions.

```lean
/-- A two-dimensional example with `A - B` not diagonal: at `w = 8` the amplitudes `(3, 3)` and
`(-1, -1)` solve the coupled equations, and `(2, 2)` solves the half-size equation. -/
theorem nondiagonal_witness :
    let A : Matrix (Fin 2) (Fin 2) ℝ := !![7, 3; 3, 7]
    let B : Matrix (Fin 2) (Fin 2) ℝ := !![4, 2; 2, 4]
    (A - B) 0 1 ≠ 0 ∧ IsResponsePair A B 8 ![3, 3] ![-1, -1] ∧
      ((A - B) * (A + B)) *ᵥ ![2, 2] = (8 : ℝ) ^ 2 • ![2, 2] := by
  intro A B
  have hpair : IsResponsePair A B 8 ![3, 3] ![-1, -1] := by
    constructor <;> ext i <;> fin_cases i <;>
      simp [A, B] <;> norm_num
  refine ⟨?_, hpair, ?_⟩
  · norm_num [A, B, Matrix.sub_apply]
  · refine (half_size_iff A B (by norm_num) _).2 ⟨_, _, hpair, ?_⟩
    ext i
    fin_cases i <;> norm_num

end

end HalfSizeResponse
```

```lean
#print axioms HalfSizeResponse.exists_mode_iff
-- 'HalfSizeResponse.exists_mode_iff' depends on axioms: [propext, Classical.choice, Quot.sound]
#print axioms HalfSizeResponse.half_size_iff_square_root_form
-- 'HalfSizeResponse.half_size_iff_square_root_form' depends on axioms: [propext, Classical.choice, Quot.sound]
#print axioms HalfSizeResponse.half_size_fails_at_zero
-- 'HalfSizeResponse.half_size_fails_at_zero' depends on axioms: [propext, Classical.choice, Quot.sound]
```
